# Stable leapfrog steps lower the one-pole C6 at fixed oscillator strength

## Pole, time step and C6

All quantities are in atomic units. An undamped oscillator of frequency $w>0$, propagated by leapfrog with time step $h>0$, has positions $x_n$ that obey

$$x_{n+2}-2x_{n+1}+x_n=-(wh)^2x_{n+1}.$$

The leapfrog frequency is $W=(2/h)\arcsin(wh/2)$, and the step is stable when $wh<2$.

A one-pole species has polarizability $\alpha(iu)=f/(w^2+u^2)$ at imaginary frequency $iu$, where the oscillator strength $f$ is the weight of its single transition. For two identical species,

$$C_6=\frac3\pi\int_0^\infty\alpha(iu)^2\,du .$$

The leapfrog value $C_6^{(h)}$ is this integral with $w$ replaced by $W$ and $f$ unchanged. That replacement isolates the frequency shift; it is assumed, not derived from a driven leapfrog simulation.

## What is proved

For $w,h>0$ and $wh<2$, every leapfrog trajectory has the form $A\cos(nWh)+B\sin(nWh)$. If also $f\neq0$, then

$$\frac{C_6^{(h)}}{C_6}=\Big(\frac wW\Big)^3<1,\qquad \frac{C_6^{(h)}/C_6-1}{h^2}\to-\frac{w^2}{8}\quad(h\to0^+).$$

In Lean, `leapfrogFreq w h` is $W$, `polarizability f w` is the function $u\mapsto\alpha(iu)$, and `casimirPolderC6` is the integral over `Ioi 0` with its prefactor. A trajectory is a function `x : ℕ → ℝ` satisfying `hx`, and `𝓝[>] 0` expresses $h\to0^+$. The condition `f ≠ 0` keeps the exact $C_6$ in the denominator nonzero.

In this fixed-strength model, the leapfrog frequency shift therefore makes the dispersion coefficient too small, by about $w^2h^2/8$ in relative terms when $wh$ is small. A driven leapfrog calculation can also change the fitted strength, so this is not a prediction of its total error. Spectra with several poles and damping lie beyond this model.

## From the recurrence to the error

**Trajectory.** Put $\theta=Wh=2\arcsin(wh/2)$. Then $\cos\theta=1-2\sin^2(\theta/2)=1-(wh)^2/2$, so the recurrence reads $x_{n+2}=2\cos\theta\,x_{n+1}-x_n$. The addition formulas show that $\cos n\theta$ and $\sin n\theta$ both satisfy it. Since $0<\theta<\pi$, $\sin\theta>0$, and the first two positions fix $A=x_0$ and $B=(x_1-x_0\cos\theta)/\sin\theta$. Induction gives the rest.

**Integral.** Differentiation confirms that

$$\frac{d}{du}\,\frac1{2w^2}\left[\frac u{w^2+u^2}+\frac1w\arctan\frac uw\right]=\frac1{(w^2+u^2)^2}.$$

The bracket runs from $0$ to $\pi/(2w)$, so the integral of the right-hand side is $\pi/(4w^3)$ and $C_6=3f^2/(4w^3)$. This is London's formula for identical species. The ratio $(w/W)^3$ follows.

**Shift.** Let $y=\arcsin(wh/2)>0$. From $\sin y<y$ we get $wh/2<Wh/2$, hence $W>w$ and the ratio is below 1. Moreover,

$$\frac{W-w}{h^2}=2\,\frac{y-\sin y}{y^3}\left(\frac yh\right)^3\to2\cdot\frac16\cdot\frac{w^3}8=\frac{w^3}{24}.$$

**Error.** Factoring the difference of cubes,

$$\frac{(w/W)^3-1}{h^2}=-\frac{W-w}{h^2}\,\frac{W^2+Ww+w^2}{W^3}\to-\frac{w^3}{24}\cdot\frac{3w^2}{w^3}=-\frac{w^2}8 .$$

## Static polarizability and unlike species

The sign of the error depends on which quantity is held fixed. In terms of the static polarizability $\alpha_0=f/w^2$, $C_6=\tfrac34\alpha_0^2w$; with $\alpha_0$ held fixed instead of $f$, the ratio is $W/w>1$.

For unlike species with poles $a,b$ and fixed nonzero strengths $f,g$, the same method gives $C_6=3fg/(2ab(a+b))$ and the error limit $-(2a^2-ab+2b^2)/24$. Neither variant is a theorem of the file below.

## The Lean file

```lean
import Mathlib

open Real Set Filter Topology MeasureTheory

namespace LeapfrogDispersion

noncomputable section

/-- One-pole polarizability at imaginary frequency `iu`, with oscillator strength `f` and
pole `w`; the domain is `w ^ 2 + u ^ 2 ≠ 0`. -/
def polarizability (f w u : ℝ) : ℝ := f / (w ^ 2 + u ^ 2)

/-- The Casimir–Polder integral for the C6 coefficient of two identical species, in atomic
units, from their polarizability at imaginary frequency. -/
def casimirPolderC6 (α : ℝ → ℝ) : ℝ := 3 / π * ∫ u in Ioi (0 : ℝ), α u ^ 2

/-- Frequency of a leapfrog oscillator with natural frequency `w` and time step `h`;
the domain is `h ≠ 0` and `|w * h| ≤ 2`. -/
def leapfrogFreq (w h : ℝ) : ℝ := 2 / h * arcsin (w * h / 2)

/-- For `w, h > 0` and `w * h < 2`, every leapfrog trajectory is a combination of a cosine and
a sine at the leapfrog frequency. -/
theorem leapfrog_trajectory {w h : ℝ} (hw : 0 < w) (hh : 0 < h) (hwh : w * h < 2) (x : ℕ → ℝ)
    (hx : ∀ n, x (n + 2) - 2 * x (n + 1) + x n = -(w * h) ^ 2 * x (n + 1)) :
    ∃ A B : ℝ, ∀ n : ℕ, x n = A * cos (n * (leapfrogFreq w h * h))
      + B * sin (n * (leapfrogFreq w h * h)) := by
  have hp : 0 < w * h := mul_pos hw hh
  have hs : sin (arcsin (w * h / 2)) = w * h / 2 :=
    Real.sin_arcsin (by linarith) (by linarith)
  have hθ : leapfrogFreq w h * h = 2 * arcsin (w * h / 2) := by
    unfold leapfrogFreq
    rw [mul_right_comm, div_mul_cancel₀ _ hh.ne']
  have hc : cos (2 * arcsin (w * h / 2)) = 1 - (w * h) ^ 2 / 2 := by
    rw [Real.cos_two_mul, Real.cos_sq', hs]; ring
  have hsin : 0 < sin (2 * arcsin (w * h / 2)) := by
    have h1 : 0 < arcsin (w * h / 2) := Real.arcsin_pos.2 (by linarith)
    have h2 : arcsin (w * h / 2) < π / 2 := Real.arcsin_lt_pi_div_two.2 (by linarith)
    exact Real.sin_pos_of_pos_of_lt_pi (by linarith) (by linarith)
  rw [hθ]
  generalize 2 * arcsin (w * h / 2) = θ at hc hsin ⊢
  -- the first two positions fix the amplitudes
  obtain ⟨B, hB⟩ : ∃ B, x 1 = x 0 * cos θ + B * sin θ :=
    ⟨(x 1 - x 0 * cos θ) / sin θ, by rw [div_mul_cancel₀ _ hsin.ne']; ring⟩
  refine ⟨x 0, B, fun n => ?_⟩
  induction n using Nat.twoStepInduction with
  | zero => simp
  | one => rw [Nat.cast_one, one_mul]; exact hB
  | more n ih1 ih2 =>
    have e0 : (n : ℝ) * θ = ((n + 1 : ℕ) : ℝ) * θ - θ := by push_cast; ring
    have e1 : ((n + 2 : ℕ) : ℝ) * θ = ((n + 1 : ℕ) : ℝ) * θ + θ := by push_cast; ring
    rw [e0, Real.cos_sub, Real.sin_sub] at ih1
    rw [e1, Real.cos_add, Real.sin_add]
    linear_combination hx n - ih1 + 2 * cos θ * ih2 - 2 * x (n + 1) * hc

/-- London's formula for identical species: C6 for a single pole `w > 0` with oscillator
strength `f`. -/
theorem london_formula (f : ℝ) {w : ℝ} (hw : 0 < w) :
    casimirPolderC6 (polarizability f w) = 3 * f ^ 2 / (4 * w ^ 3) := by
  have h0 : Tendsto (fun u : ℝ => u / (w ^ 2 + u ^ 2)) atTop (𝓝 0) := by
    refine squeeze_zero' ?_ ?_ tendsto_inv_atTop_zero
    · filter_upwards [eventually_gt_atTop 0] with u hu
      positivity
    · filter_upwards [eventually_gt_atTop 0] with u hu
      rw [div_le_iff₀ (by positivity), inv_mul_eq_div, le_div_iff₀ hu]
      nlinarith [sq_nonneg w]
  have ht : Tendsto (fun u => arctan (u / w) / w) atTop (𝓝 (π / 2 / w)) :=
    ((tendsto_nhds_of_tendsto_nhdsWithin Real.tendsto_arctan_atTop).comp
      (tendsto_id.atTop_div_const hw)).div_const w
  -- antiderivative of the squared pole
  have hD : ∀ u : ℝ, HasDerivAt
      (fun u => (u / (w ^ 2 + u ^ 2) + arctan (u / w) / w) / (2 * w ^ 2))
      (1 / (w ^ 2 + u ^ 2) * (1 / (w ^ 2 + u ^ 2))) u := by
    intro u
    have hd : HasDerivAt (fun u => arctan (u / w) / w) (1 / (w ^ 2 + u ^ 2)) u := by
      refine (((hasDerivAt_id' u).div_const w).arctan.div_const w).congr_deriv ?_
      field_simp
    have hne : w ^ 2 + u ^ 2 ≠ 0 := by positivity
    have hq : HasDerivAt (fun u : ℝ => w ^ 2 + u ^ 2) (2 * u) u :=
      ((hasDerivAt_pow 2 u).const_add (w ^ 2)).congr_deriv (by norm_num)
    refine ((((hasDerivAt_id' u).fun_div hq hne).fun_add hd).div_const
      (2 * w ^ 2)).congr_deriv ?_
    field_simp
    ring
  have hI : ∫ u in Ioi (0 : ℝ), 1 / (w ^ 2 + u ^ 2) * (1 / (w ^ 2 + u ^ 2))
      = π / (4 * w ^ 3) := by
    rw [integral_Ioi_of_hasDerivAt_of_nonneg' (fun u _ => hD u) (fun u _ => by positivity)
      ((h0.add ht).div_const (2 * w ^ 2))]
    simp only [zero_div, Real.arctan_zero, add_zero, zero_add, sub_zero]
    ring
  have e : (fun u => polarizability f w u ^ 2)
      = fun u => f ^ 2 * (1 / (w ^ 2 + u ^ 2) * (1 / (w ^ 2 + u ^ 2))) := by
    funext u
    unfold polarizability
    ring
  rw [casimirPolderC6, e, integral_const_mul, hI]
  field_simp

/-- For `w, h > 0` and `w * h < 2` the leapfrog frequency exceeds `w`. -/
private theorem lt_leapfrogFreq {w h : ℝ} (hw : 0 < w) (hh : 0 < h) (hwh : w * h < 2) :
    w < leapfrogFreq w h := by
  have hp : 0 < w * h := mul_pos hw hh
  have hlt := Real.sin_lt (Real.arcsin_pos.2 (half_pos hp))
  rw [Real.sin_arcsin (by linarith) (by linarith)] at hlt
  unfold leapfrogFreq
  rw [div_mul_eq_mul_div, lt_div_iff₀ hh]
  linarith

/-- For `w > 0` the leapfrog frequency shift divided by `h ^ 2` tends to `w ^ 3 / 24` as the
time step `h` tends to zero from above. -/
theorem leapfrogFreq_shift {w : ℝ} (hw : 0 < w) :
    Tendsto (fun h => (leapfrogFreq w h - w) / h ^ 2) (𝓝[>] 0) (𝓝 (w ^ 3 / 24)) := by
  -- cubic term of the sine
  have hcub : Tendsto (fun y : ℝ => (y - sin y) / y ^ 3) (𝓝[>] 0) (𝓝 (1 / 6)) := by
    have hl : Tendsto (fun y : ℝ => y ^ 2 * (1 / 100)) (𝓝[>] 0) (𝓝 0) :=
      (((continuous_pow 2).mul continuous_const).tendsto' 0 0 (by simp)).mono_left
        nhdsWithin_le_nhds
    rw [tendsto_iff_norm_sub_tendsto_zero]
    refine squeeze_zero' (Eventually.of_forall fun _ => norm_nonneg _) ?_ hl
    filter_upwards [Ioo_mem_nhdsGT (zero_lt_one' ℝ)] with y hy
    have hy0 : 0 < y := hy.1
    have hb := Real.sin_bound (x := y) (abs_le.2 ⟨by linarith, hy.2.le⟩)
    rw [abs_of_pos hy0] at hb
    have e : (y - sin y) / y ^ 3 - 1 / 6 = -(sin y - (y - y ^ 3 / 6)) / y ^ 3 := by
      field_simp
      ring
    rw [Real.norm_eq_abs, e, abs_div, abs_neg, abs_of_pos (pow_pos hy0 3),
      div_le_iff₀ (pow_pos hy0 3)]
    exact hb.trans_eq (by ring)
  -- slope of the arcsine at zero
  have hslope : Tendsto (fun h => arcsin (w * h / 2) / h) (𝓝[>] 0) (𝓝 (w / 2)) := by
    have h1 : HasDerivAt (fun h : ℝ => w * h / 2) (w / 2) 0 := by
      simpa using ((hasDerivAt_id' (0 : ℝ)).const_mul w).div_const 2
    have h2 : HasDerivAt arcsin 1 (w * 0 / 2) := by
      simpa using Real.hasDerivAt_arcsin (x := 0) (by norm_num) (by norm_num)
    have h3 := (hasDerivAt_iff_tendsto_slope_zero.1 (h2.comp 0 h1)).mono_left
      (nhdsWithin_mono 0 (fun t ht => (mem_Ioi.1 ht).ne'))
    rw [one_mul] at h3
    refine h3.congr fun t => ?_
    simp only [Function.comp_apply, zero_add, mul_zero, zero_div, Real.arcsin_zero, sub_zero,
      smul_eq_mul]
    ring
  have hy : Tendsto (fun h => arcsin (w * h / 2)) (𝓝[>] 0) (𝓝[>] 0) := by
    have hcont : Continuous fun h => arcsin (w * h / 2) :=
      Real.continuous_arcsin.comp (by fun_prop)
    refine tendsto_nhdsWithin_iff.2
      ⟨(hcont.tendsto' 0 0 (by simp)).mono_left nhdsWithin_le_nhds, ?_⟩
    filter_upwards [self_mem_nhdsWithin] with h hh
    exact Real.arcsin_pos.2 (half_pos (mul_pos hw hh))
  have key := ((hcub.comp hy).mul (hslope.pow 3)).const_mul 2
  rw [show 2 * (1 / 6 * (w / 2) ^ 3) = w ^ 3 / 24 by ring] at key
  refine key.congr' ?_
  filter_upwards [Ioo_mem_nhdsGT (show 0 < 2 / w by positivity)] with h hh
  have h0 : 0 < h := hh.1
  have hp : 0 < w * h := mul_pos hw h0
  have hwh := (lt_div_iff₀ hw).1 hh.2
  have hpos : 0 < arcsin (w * h / 2) := Real.arcsin_pos.2 (half_pos hp)
  simp only [Function.comp_apply, leapfrogFreq]
  rw [Real.sin_arcsin (by linarith) (by linarith)]
  generalize arcsin (w * h / 2) = y at hpos ⊢
  field_simp

/-- At fixed oscillator strength `f ≠ 0`, with `w, h > 0` and `w * h < 2`, the ratio of leapfrog
to exact C6 is the cube of `w` over the leapfrog frequency, and it is below one. -/
theorem c6_ratio {f w h : ℝ} (hf : f ≠ 0) (hw : 0 < w) (hh : 0 < h) (hwh : w * h < 2) :
    casimirPolderC6 (polarizability f (leapfrogFreq w h)) / casimirPolderC6 (polarizability f w)
      = (w / leapfrogFreq w h) ^ 3 ∧ (w / leapfrogFreq w h) ^ 3 < 1 := by
  have hW := lt_leapfrogFreq hw hh hwh
  have hW0 := hw.trans hW
  constructor
  · rw [london_formula _ hW0, london_formula _ hw]
    generalize leapfrogFreq w h = W at hW0 ⊢
    field_simp
  · exact pow_lt_one₀ (by positivity) ((div_lt_one hW0).2 hW) (by norm_num)

/-- At fixed oscillator strength `f ≠ 0` and for `w > 0`, the relative leapfrog error of C6
divided by `h ^ 2` tends to `-w ^ 2 / 8` as `h` tends to zero from above. -/
theorem c6_error {f w : ℝ} (hf : f ≠ 0) (hw : 0 < w) :
    Tendsto (fun h => (casimirPolderC6 (polarizability f (leapfrogFreq w h)) /
      casimirPolderC6 (polarizability f w) - 1) / h ^ 2) (𝓝[>] 0) (𝓝 (-w ^ 2 / 8)) := by
  have hW : Tendsto (fun h => leapfrogFreq w h) (𝓝[>] 0) (𝓝 w) := by
    have hsq : Tendsto (fun h : ℝ => h ^ 2) (𝓝[>] 0) (𝓝 0) :=
      ((continuous_pow 2).tendsto' 0 0 (by simp)).mono_left nhdsWithin_le_nhds
    have h1 := ((leapfrogFreq_shift hw).mul hsq).add_const w
    rw [mul_zero, zero_add] at h1
    refine h1.congr' ?_
    filter_upwards [self_mem_nhdsWithin] with h hh
    rw [div_mul_cancel₀ _ (pow_ne_zero 2 (mem_Ioi.1 hh).ne'), sub_add_cancel]
  -- factor the frequency shift out of the difference of cubes
  have key := ((leapfrogFreq_shift hw).mul
    (((hW.pow 2).add (hW.mul_const w)).add_const (w ^ 2))).neg.div (hW.pow 3)
    (pow_ne_zero 3 hw.ne')
  have e : -(w ^ 3 / 24 * (w ^ 2 + w * w + w ^ 2)) / w ^ 3 = -w ^ 2 / 8 := by
    rw [div_eq_iff (pow_ne_zero 3 hw.ne')]
    ring
  rw [e] at key
  refine key.congr' ?_
  filter_upwards [Ioo_mem_nhdsGT (show 0 < 2 / w by positivity)] with h hh
  have hwh : w * h < 2 := by linarith [(lt_div_iff₀ hw).1 hh.2]
  have hW0 := hw.trans (lt_leapfrogFreq hw hh.1 hwh)
  rw [(c6_ratio hf hw hh.1 hwh).1]
  simp only [Pi.div_apply]
  generalize leapfrogFreq w h = W at hW0 ⊢
  have h3 : W ^ 3 ≠ 0 := pow_ne_zero 3 hW0.ne'
  have hr : (w / W) ^ 3 - 1 = -((W - w) * (W ^ 2 + W * w + w ^ 2)) / W ^ 3 := by
    rw [div_pow, eq_div_iff h3, sub_mul, div_mul_cancel₀ _ h3]
    ring
  rw [hr]
  ring

end

end LeapfrogDispersion
```

```lean
#print axioms LeapfrogDispersion.leapfrog_trajectory
-- 'LeapfrogDispersion.leapfrog_trajectory' depends on axioms: [propext, Classical.choice, Quot.sound]
#print axioms LeapfrogDispersion.c6_ratio
-- 'LeapfrogDispersion.c6_ratio' depends on axioms: [propext, Classical.choice, Quot.sound]
#print axioms LeapfrogDispersion.c6_error
-- 'LeapfrogDispersion.c6_error' depends on axioms: [propext, Classical.choice, Quot.sound]
```

## How the lemmas divide the work

`leapfrog_trajectory` establishes $\cos\theta$ and $\sin\theta>0$ as `hc` and `hsin`, then chooses the amplitudes. `Nat.twoStepInduction` supplies two consecutive positions, and `linear_combination` combines them with the recurrence.

`london_formula` proves the antiderivative in `hD` and its limit at infinity from `h0` and `ht`. The improper integral then follows from `integral_Ioi_of_hasDerivAt_of_nonneg'`.

`lt_leapfrogFreq` is the inequality $\sin y<y$ in terms of frequencies. In `leapfrogFreq_shift`, `hcub` obtains the limit $1/6$ from a Taylor remainder bound, `hslope` gives $y/h\to w/2$, and `hy` shows that $y$ approaches zero from above. The limit `key` is twice `hcub` composed with `hy`, times the cube of `hslope`; its expression is identified with the shift divided by $h^2$ for $0<h<2/w$.

`c6_ratio` applies London's formula at both poles and uses $W>w$ for the strict bound. `c6_error` first derives $W\to w$ from the shift, then uses the factorization `hr` to reach the final limit.
